# Error bounds for the quadratic Zeeman formula of a two-state hyperfine clock transition

An atomic clock can run on the transition between the two m_F = 0 hyperfine states of an atom with J = 1/2 and half-integer nuclear spin. A small static magnetic field B is applied to separate this transition from its neighbours, and it shifts the clock frequency. The shift has no linear term in B and is usually corrected with a quadratic formula. How large is the error of that formula at a given field?

Let D > 0 be the zero-field splitting in frequency units, and let g be the frequency per unit field that sets the strength of the coupling. This g is not a dimensionless Landé factor: it is (g_J − g_I)μ_B/h when the Zeeman energy is written as μ_B B(g_J m_J + g_I m_I), with m_J and m_I the electronic and nuclear projections and both factors referred to the Bohr magneton μ_B. If g_I is defined with the opposite sign, the difference becomes a sum. If the two states are treated as an isolated pair, the clock frequency ν and its quadratic approximation q are

ν = √(D² + g²B²),  q = D + g²B²/(2D),

and at every real B the error satisfies

0 ≤ q − ν ≤ g⁴B⁴/(8D³).

```lean
import Mathlib

open Filter Topology Matrix

namespace ClockQuadraticZeeman

noncomputable section
```

## The two-state Hamiltonian

At m_F = 0 each zero-field state is an equal-weight combination of a state with m_J = +1/2 and one with m_J = −1/2, where m_J is the projection of the electronic angular momentum J and the nuclear projection is −m_J. The field therefore leaves the diagonal elements alone and couples the two states by gB/2. With energies in frequency units, measured from their mean, the Hamiltonian is

H = ( D/2  gB/2 ; gB/2  −D/2 ).

In Lean this is a real 2×2 matrix with indices 0 and 1, where index 0 is the state at +D/2. The matrix is taken as the starting point. Its derivation from the full hyperfine and Zeeman Hamiltonian of an atom, which neglects diamagnetism and mixing with other electronic levels, is the step left to physics.

```lean
/-- Hamiltonian of the two `m_F = 0` hyperfine states of an atom with `J = 1/2`, in the zero-field
basis and in frequency units from their mean: `D` is the zero-field splitting and `g * B / 2`
the coupling by the magnetic field `B`. -/
def clockBlock (D g B : ℝ) : Matrix (Fin 2) (Fin 2) ℝ :=
  !![D / 2, g * B / 2; g * B / 2, -D / 2]
```

The clock frequency and the quadratic formula are defined as functions of D, g and B.

```lean
/-- The `m_F = 0` clock frequency in the magnetic field `B`. -/
def clockFrequency (D g B : ℝ) : ℝ := √(D ^ 2 + g ^ 2 * B ^ 2)

/-- The quadratic Zeeman formula for the clock frequency, for `D > 0`. -/
def quadraticZeeman (D g B : ℝ) : ℝ := D + g ^ 2 * B ^ 2 / (2 * D)
```

## The level gap is the clock frequency

Let u = (u₀, u₁) be a nonzero eigenvector with energy E. The two rows of Hu = Eu read

(2E − D)u₀ = gB u₁,  (2E + D)u₁ = gB u₀.

Multiplying the first by 2E + D and inserting the second gives (4E² − D² − g²B²)u₀ = 0. The same elimination for the other component gives (4E² − D² − g²B²)u₁ = 0. Since u ≠ 0,

4E² = D² + g²B².

For two levels E₂ < E₁, subtracting their equations gives (E₁ − E₂)(E₁ + E₂) = 0, so E₂ = −E₁. Hence (E₁ − E₂)² = 4E₁² = D² + g²B², and the positive root is ν.

The theorem takes two nonzero eigenvectors `v` and `w` and the ordering `E₂ < E₁` as hypotheses; it needs no sign condition on D. Inside the proof, `key` is the secular equation, and the `linear_combination` calls carry out the eliminations.

```lean
/-- The difference of two distinct energy levels of the `m_F = 0` block, upper minus lower,
is the clock frequency. -/
theorem level_gap_eq_clockFrequency (D g B E₁ E₂ : ℝ) (v w : Fin 2 → ℝ)
    (hv : v ≠ 0) (hw : w ≠ 0) (h₁ : clockBlock D g B *ᵥ v = E₁ • v)
    (h₂ : clockBlock D g B *ᵥ w = E₂ • w) (hlt : E₂ < E₁) :
    E₁ - E₂ = clockFrequency D g B := by
  -- every level solves the secular equation
  have key : ∀ (E : ℝ) (u : Fin 2 → ℝ), u ≠ 0 → clockBlock D g B *ᵥ u = E • u →
      4 * E ^ 2 = D ^ 2 + g ^ 2 * B ^ 2 := by
    intro E u hu h
    have h0 := congrFun h 0
    have h1 := congrFun h 1
    simp [clockBlock, Matrix.mulVec, dotProduct, Fin.sum_univ_two] at h0 h1
    by_contra hne
    have a0 : (4 * E ^ 2 - (D ^ 2 + g ^ 2 * B ^ 2)) * u 0 = 0 := by
      linear_combination (-4 * E - 2 * D) * h0 - 2 * g * B * h1
    have a1 : (4 * E ^ 2 - (D ^ 2 + g ^ 2 * B ^ 2)) * u 1 = 0 := by
      linear_combination (-4 * E + 2 * D) * h1 - 2 * g * B * h0
    exact hu (funext (Fin.forall_fin_two.2
      ⟨(mul_eq_zero.1 a0).resolve_left (sub_ne_zero.2 hne),
        (mul_eq_zero.1 a1).resolve_left (sub_ne_zero.2 hne)⟩))
  have k₁ := key E₁ v hv h₁
  have k₂ := key E₂ w hw h₂
  -- distinct levels lie symmetrically about the mean
  have hprod : (E₁ - E₂) * (E₁ + E₂) = 0 := by linear_combination (k₁ - k₂) / 4
  have hs : E₁ + E₂ = 0 := (mul_eq_zero.1 hprod).resolve_left (sub_pos.2 hlt).ne'
  have hsq : D ^ 2 + g ^ 2 * B ^ 2 = (E₁ - E₂) ^ 2 := by
    linear_combination (3 * E₁ - E₂) * hs - k₁
  rw [clockFrequency, hsq, Real.sqrt_sq (sub_pos.2 hlt).le]
```

A numerical block shows such a pair of levels. For D = 6, g = 8, B = 1 the energies are 5 and −5, and their gap is 10 = √(36 + 64). The code uses unnormalised vectors; the normalised states are (2, 1)/√5 and (1, −2)/√5, so the upper state has weights 4/5 and 1/5 on the zero-field states.

```lean
/-- For `D = 6`, `g = 8`, `B = 1` the vectors `(2, 1)` and `(1, -2)` are eigenvectors of the
`m_F = 0` block with energies `5` and `-5`. -/
theorem level_gap_witness :
    clockBlock 6 8 1 *ᵥ ![2, 1] = (5 : ℝ) • ![2, 1] ∧
      clockBlock 6 8 1 *ᵥ ![1, -2] = (-5 : ℝ) • ![1, -2] := by
  constructor <;> ext i <;> fin_cases i <;>
    simp [clockBlock, Matrix.mulVec, dotProduct, Fin.sum_univ_two] <;> norm_num
```

## The exact error

Since g²B² ≥ 0, the field can only raise the frequency: ν ≥ D.

```lean
/-- For `D > 0` the clock frequency is at least its zero-field value `D`. -/
theorem le_clockFrequency {D : ℝ} (hD : 0 < D) (g B : ℝ) : D ≤ clockFrequency D g B := by
  rw [clockFrequency, Real.le_sqrt' hD]
  have : 0 ≤ g ^ 2 * B ^ 2 := by positivity
  linarith
```

From 2Dq = 2D² + g²B² and ν² = D² + g²B²,

4D²(q² − ν²) = (2D² + g²B²)² − 4D²(D² + g²B²) = g⁴B⁴.

Factoring q² − ν² = (q − ν)(q + ν) and dividing by the positive number 4D²(q + ν) gives

q − ν = g⁴B⁴ / (4D²(q + ν)).

In the proof `hq` and `hsq` are the two starting identities, and the last `linear_combination` is the displayed algebra.

```lean
/-- The exact error of the quadratic Zeeman formula for `D > 0`, expressed through the sum of the
approximate and the true clock frequency. -/
theorem error_eq {D : ℝ} (hD : 0 < D) (g B : ℝ) :
    quadraticZeeman D g B - clockFrequency D g B =
      g ^ 4 * B ^ 4 / (4 * D ^ 2 * (quadraticZeeman D g B + clockFrequency D g B)) := by
  have hν := le_clockFrequency hD g B
  have hq0 : 0 < quadraticZeeman D g B := by unfold quadraticZeeman; positivity
  have hs : 0 < quadraticZeeman D g B + clockFrequency D g B := by linarith
  have hq : 2 * D * quadraticZeeman D g B = 2 * D ^ 2 + g ^ 2 * B ^ 2 := by
    unfold quadraticZeeman
    field_simp
  have hsq : clockFrequency D g B ^ 2 = D ^ 2 + g ^ 2 * B ^ 2 :=
    Real.sq_sqrt (by positivity)
  rw [eq_div_iff (mul_pos (by positivity) hs).ne']
  linear_combination (2 * D * quadraticZeeman D g B + 2 * D ^ 2 + g ^ 2 * B ^ 2) * hq
    - 4 * D ^ 2 * hsq
```

## Upper and lower bounds

Both q and ν are at least D, so the denominator is at least 4D² · 2D = 8D³. The numerator is non-negative, and the two-sided bound follows. The `calc` block is this estimate of the denominator.

```lean
/-- For `D > 0` and every magnetic field, the quadratic Zeeman formula never underestimates the
clock frequency, and its error is at most `g⁴B⁴/(8D³)`. -/
theorem quadraticZeeman_error_bound {D : ℝ} (hD : 0 < D) (g B : ℝ) :
    0 ≤ quadraticZeeman D g B - clockFrequency D g B ∧
      quadraticZeeman D g B - clockFrequency D g B ≤ g ^ 4 * B ^ 4 / (8 * D ^ 3) := by
  have hν := le_clockFrequency hD g B
  have hq : D ≤ quadraticZeeman D g B := by
    have : 0 ≤ g ^ 2 * B ^ 2 / (2 * D) := by positivity
    unfold quadraticZeeman
    linarith
  rw [error_eq hD]
  constructor
  · exact div_nonneg (by positivity) (mul_nonneg (by positivity) (by linarith))
  · -- both frequencies in the denominator are at least `D`
    apply div_le_div_of_nonneg_left (by positivity) (by positivity)
    calc 8 * D ^ 3 = 4 * D ^ 2 * (D + D) := by ring
      _ ≤ 4 * D ^ 2 * (quadraticZeeman D g B + clockFrequency D g B) := by gcongr
```

If gB ≠ 0, then q > D and the numerator is positive, so both inequalities are strict.

```lean
/-- For `D > 0` and `g * B ≠ 0`, the error of the quadratic Zeeman formula is strictly positive and
strictly below `g⁴B⁴/(8D³)`. -/
theorem quadraticZeeman_error_strict {D g B : ℝ} (hD : 0 < D) (hgB : g * B ≠ 0) :
    0 < quadraticZeeman D g B - clockFrequency D g B ∧
      quadraticZeeman D g B - clockFrequency D g B < g ^ 4 * B ^ 4 / (8 * D ^ 3) := by
  have hν := le_clockFrequency hD g B
  have hg : g ≠ 0 := left_ne_zero_of_mul hgB
  have hB : B ≠ 0 := right_ne_zero_of_mul hgB
  have hq : D < quadraticZeeman D g B := by
    have : 0 < g ^ 2 * B ^ 2 / (2 * D) := by positivity
    unfold quadraticZeeman
    linarith
  rw [error_eq hD]
  constructor
  · exact div_pos (by positivity) (mul_pos (by positivity) (by linarith))
  · apply div_lt_div_of_pos_left (by positivity) (by positivity)
    have h : D + D < quadraticZeeman D g B + clockFrequency D g B := by linarith
    calc 8 * D ^ 3 = 4 * D ^ 2 * (D + D) := by ring
      _ < 4 * D ^ 2 * (quadraticZeeman D g B + clockFrequency D g B) :=
        mul_lt_mul_of_pos_left h (by positivity)
```

For a lower bound, use ν ≤ q, which has just been shown. The denominator is then at most 8D²q = 4D(2D² + g²B²), and therefore

q − ν ≥ g⁴B⁴ / (4D(2D² + g²B²)).

```lean
/-- For `D > 0` the error of the quadratic Zeeman formula is at least
`g⁴B⁴/(4D(2D² + g²B²))`. -/
theorem quadraticZeeman_error_lower {D : ℝ} (hD : 0 < D) (g B : ℝ) :
    g ^ 4 * B ^ 4 / (4 * D * (2 * D ^ 2 + g ^ 2 * B ^ 2)) ≤
      quadraticZeeman D g B - clockFrequency D g B := by
  have hν := le_clockFrequency hD g B
  have hle : clockFrequency D g B ≤ quadraticZeeman D g B :=
    sub_nonneg.1 (quadraticZeeman_error_bound hD g B).1
  have hq : 2 * D * quadraticZeeman D g B = 2 * D ^ 2 + g ^ 2 * B ^ 2 := by
    unfold quadraticZeeman
    field_simp
  rw [error_eq hD]
  apply div_le_div_of_nonneg_left (by positivity) (mul_pos (by positivity) (by linarith))
  calc 4 * D ^ 2 * (quadraticZeeman D g B + clockFrequency D g B)
      ≤ 4 * D ^ 2 * (quadraticZeeman D g B + quadraticZeeman D g B) := by gcongr
    _ = 4 * D * (2 * D ^ 2 + g ^ 2 * B ^ 2) := by linear_combination 4 * D * hq
```

## The constant at weak field

Dividing both bounds by B⁴, for B ≠ 0, gives

g⁴/(4D(2D² + g²B²)) ≤ (q − ν)/B⁴ ≤ g⁴/(8D³).

The left side tends to g⁴/(8D³) as B → 0, so the middle does too. No smaller constant can therefore multiply B⁴ in an upper bound, even one restricted to weak fields. In the statement, `𝓝[≠] 0` means that B approaches zero through nonzero values. `hlow` is the limit of the left side, and `h₁` and `h₂` are the two inequalities of the squeeze.

```lean
/-- For `D > 0` the error of the quadratic Zeeman formula divided by `B⁴` tends to `g⁴/(8D³)` as
the field tends to zero through nonzero values. -/
theorem quadraticZeeman_error_sharp {D : ℝ} (hD : 0 < D) (g : ℝ) :
    Tendsto (fun B : ℝ => (quadraticZeeman D g B - clockFrequency D g B) / B ^ 4)
      (𝓝[≠] 0) (𝓝 (g ^ 4 / (8 * D ^ 3))) := by
  have hc : Continuous fun B : ℝ => g ^ 4 / (4 * D * (2 * D ^ 2 + g ^ 2 * B ^ 2)) :=
    continuous_const.div (by fun_prop) (fun B => by positivity)
  have hlow : Tendsto (fun B : ℝ => g ^ 4 / (4 * D * (2 * D ^ 2 + g ^ 2 * B ^ 2)))
      (𝓝[≠] 0) (𝓝 (g ^ 4 / (8 * D ^ 3))) := by
    have e : g ^ 4 / (4 * D * (2 * D ^ 2 + g ^ 2 * 0 ^ 2)) = g ^ 4 / (8 * D ^ 3) := by
      congr 1
      ring
    rw [← e]
    exact (hc.tendsto 0).mono_left nhdsWithin_le_nhds
  -- squeeze between the lower and the upper error bound
  have h₁ : ∀ B : ℝ, B ≠ 0 → g ^ 4 / (4 * D * (2 * D ^ 2 + g ^ 2 * B ^ 2)) ≤
      (quadraticZeeman D g B - clockFrequency D g B) / B ^ 4 := by
    intro B hB
    rw [le_div_iff₀ (by positivity), div_mul_eq_mul_div]
    exact quadraticZeeman_error_lower hD g B
  have h₂ : ∀ B : ℝ, B ≠ 0 → (quadraticZeeman D g B - clockFrequency D g B) / B ^ 4 ≤
      g ^ 4 / (8 * D ^ 3) := by
    intro B hB
    rw [div_le_iff₀ (by positivity), div_mul_eq_mul_div]
    exact (quadraticZeeman_error_bound hD g B).2
  apply tendsto_of_tendsto_of_tendsto_of_le_of_le' hlow tendsto_const_nhds
  · filter_upwards [self_mem_nhdsWithin] with B hB
    exact h₁ B hB
  · filter_upwards [self_mem_nhdsWithin] with B hB
    exact h₂ B hB
```

## Error relative to the shift

Suppose |gB| ≤ ηD, so that η is an upper bound on |gB|/D, which is twice the ratio of the coupling |gB|/2 to the splitting. Replacing one factor g²B² in the upper bound by η²D² gives

q − ν ≤ (η²/4) · g²B²/(2D).

For a clock transition described by this isolated two-state block in a static field, η = 0.01 keeps the error of the quadratic correction within 0.0025 % of the correction itself.

```lean
/-- If `D > 0` and `|gB| ≤ ηD`, the error of the quadratic Zeeman formula is at most the fraction
`η²/4` of the quadratic shift `g²B²/(2D)`. -/
theorem quadraticZeeman_relative_error {D g B η : ℝ} (hD : 0 < D) (hη : |g * B| ≤ η * D) :
    quadraticZeeman D g B - clockFrequency D g B ≤
      η ^ 2 / 4 * (g ^ 2 * B ^ 2 / (2 * D)) := by
  have h : (g * B) ^ 2 ≤ (η * D) ^ 2 := by
    rw [← sq_abs (g * B)]
    exact pow_le_pow_left₀ (abs_nonneg _) hη 2
  calc quadraticZeeman D g B - clockFrequency D g B
      ≤ g ^ 4 * B ^ 4 / (8 * D ^ 3) := (quadraticZeeman_error_bound hD g B).2
    _ = (g * B) ^ 2 * (g ^ 2 * B ^ 2 / (8 * D ^ 3)) := by ring
    _ ≤ (η * D) ^ 2 * (g ^ 2 * B ^ 2 / (8 * D ^ 3)) :=
      mul_le_mul_of_nonneg_right h (by positivity)
    _ = η ^ 2 / 4 * (g ^ 2 * B ^ 2 / (2 * D)) := by
      field_simp
      ring

end

end ClockQuadraticZeeman
```

```lean
#print axioms ClockQuadraticZeeman.quadraticZeeman_error_bound
#print axioms ClockQuadraticZeeman.quadraticZeeman_error_strict
#print axioms ClockQuadraticZeeman.quadraticZeeman_error_sharp
#print axioms ClockQuadraticZeeman.quadraticZeeman_relative_error
```

```
'ClockQuadraticZeeman.quadraticZeeman_error_bound' depends on axioms: [propext, Classical.choice, Quot.sound]
'ClockQuadraticZeeman.quadraticZeeman_error_strict' depends on axioms: [propext, Classical.choice, Quot.sound]
'ClockQuadraticZeeman.quadraticZeeman_error_sharp' depends on axioms: [propext, Classical.choice, Quot.sound]
'ClockQuadraticZeeman.quadraticZeeman_relative_error' depends on axioms: [propext, Classical.choice, Quot.sound]
```

## A worked case and the strong-field formula

Take D = 12 and gB = 5 in the same frequency unit. Then ν = √(144 + 25) = 13 and q = 12 + 25/24 ≈ 13.0417, so the error is 1/24 ≈ 0.0417. The upper bound is 625/13824 ≈ 0.0452 and the lower bound is 625/15024 ≈ 0.0416. The error is 4 % of the quadratic shift 25/24, while η = 5/12 allows about 4.3 %.

Because ν is symmetric in D and |gB|, exchanging their roles gives a strong-field formula for gB ≠ 0:

0 ≤ |gB| + D²/(2|gB|) − ν ≤ D⁴/(8|gB|³).

This exchange is argued in prose only and has no theorem in the code above.
